# Volcano planes with given slopes exist exactly when no cycle of materials has a negative sum of predicted changes

Two catalysts have the adsorption energies x_0 = 0 and x_1 = 2 in some unit. Near the first, activity rises with slope a_0 = 1; near the second, it falls with slope a_1 = −1. Can both lie on one volcano, each on the line that limits its activity? The lines y + b_0 and −y + b_1 must satisfy

b_0 ≤ b_1 at y = 0,
−2 + b_1 ≤ 2 + b_0 at y = 2.

So b_1 − b_0 must lie between 0 and 4. The choice b_0 = 0, b_1 = 2 gives the volcano min(y, 2 − y), with its peak at y = 1. The width of the interval is the sum of the changes predicted on the way there and back:

a_0 (x_1 − x_0) + a_1 (x_0 − x_1) = 2 + 2 = 4.

With the slopes exchanged the sum is −4, and no intercepts exist. The general criterion asks the same of every cycle of materials: its sum must not be negative.

## Planes and predicted changes

The materials form an arbitrary set `ι`, and each has m real descriptors.

```lean
import Mathlib

open Finset

namespace VolcanoReconstruction

variable {ι : Type*} {m : ℕ}
```

The plane with slope a and intercept b has the height a·y + b at the descriptor y.

```lean
/-- The activity plane with slope `a` and intercept `b`, evaluated at the descriptor `y`. -/
def plane (a : Fin m → ℝ) (b : ℝ) (y : Fin m → ℝ) : ℝ := a ⬝ᵥ y + b
```

Material k has the descriptor vector x_k and the slope a_k, both given; the intercepts b_k are sought. Lower planes limit the activity, so plane k must be lowest at x_k, with ties allowed:

a_k·x_k + b_k ≤ a_j·x_k + b_j for all k, j.

```lean
/-- At the descriptor of each material, its own plane is lowest among all planes. -/
def OwnPlaneLowest (x a : ι → Fin m → ℝ) (b : ι → ℝ) : Prop :=
  ∀ k j, plane (a k) (b k) (x k) ≤ plane (a j) (b j) (x k)
```

The slope of k predicts the following change on going to j:

p(k,j) = a_k·(x_j − x_k).

```lean
/-- The change of activity from material `k` to material `j` predicted by the slope of `k`. -/
def predictedChange (x a : ι → Fin m → ℝ) (k j : ι) : ℝ := a k ⬝ᵥ (x j - x k)
```

A walk is a sequence c of materials with a number n of steps. Its sum uses, at each step, the slope of the material being left:

W(c,n) = Σ_{t<n} p(c_t, c_{t+1}).

```lean
/-- The sum of predicted changes along the first `n` steps of a sequence of materials. -/
def walkSum (x a : ι → Fin m → ℝ) (c : ℕ → ι) (n : ℕ) : ℝ :=
  ∑ t ∈ range n, predictedChange x a (c t) (c (t + 1))
```

Write h_k = a_k·x_k + b_k for the activity of material k. Exchanging k and j in the lowest-plane condition and rearranging turns it into

h_j ≤ h_k + p(k,j) for all k, j.

In Lean, expanding the dot product leaves linear arithmetic for `linarith`.

```lean
/-- Each material's own plane is lowest at its descriptor exactly when no activity difference
between two materials exceeds the change predicted by the slope of the first. -/
theorem ownPlaneLowest_iff (x a : ι → Fin m → ℝ) (b : ι → ℝ) :
    OwnPlaneLowest x a b ↔ ∀ k j, plane (a j) (b j) (x j) ≤
      plane (a k) (b k) (x k) + predictedChange x a k j := by
  simp only [OwnPlaneLowest, plane, predictedChange, dotProduct_sub]
  constructor <;> intro h k j <;> have := h j k <;> linarith
```

## Joining and extending walks

Cutting a walk after n steps splits its sum:

W(c, n+r) = W(c,n) + W(c shifted by n, r).

The proof is induction on r.

```lean
/-- The sum along a walk is the sum over its first `n` steps plus that over the remaining `r`. -/
theorem walkSum_append (x a : ι → Fin m → ℝ) (c : ℕ → ι) (n r : ℕ) :
    walkSum x a c (n + r) = walkSum x a c n + walkSum x a (fun t => c (n + t)) r := by
  have hs : ∀ (c : ℕ → ι) (n : ℕ), walkSum x a c (n + 1) =
      walkSum x a c n + predictedChange x a (c n) (c (n + 1)) :=
    fun c n => Finset.sum_range_succ _ _
  induction r with
  | zero => simp [walkSum]
  | succ r ih =>
    change walkSum x a c ((n + r) + 1) = _
    rw [hs, ih, hs]
    simp only [add_assoc]
```

A walk that has reached c_n can also go on to any j, which adds p(c_n, j). The new sequence keeps c up to n and equals j afterwards.

```lean
/-- For any walk of `n` steps and any material `j`, there is a walk of `n + 1` steps with the same
start and the end `j`, whose sum is that of the given walk plus the change to `j` predicted by the
slope of the given walk's last material. -/
theorem walk_extend (x a : ι → Fin m → ℝ) (c : ℕ → ι) (n : ℕ) (j : ι) :
    ∃ c' : ℕ → ι, c' 0 = c 0 ∧ c' (n + 1) = j ∧
      walkSum x a c' (n + 1) = walkSum x a c n + predictedChange x a (c n) j := by
  refine ⟨fun t => if t ≤ n then c t else j, by simp, by simp, ?_⟩
  unfold walkSum
  rw [Finset.sum_range_succ]
  congr 1
  · apply Finset.sum_congr rfl
    intro t ht
    have h1 : t + 1 ≤ n := Finset.mem_range.1 ht
    have h2 : t ≤ n := by omega
    simp only [if_pos h1, if_pos h2]
  · simp
```

## From cycle sums to intercepts

If intercepts exist, adding the bounds on h along a walk gives

h_{c_n} ≤ h_{c_0} + W(c,n).

For a closed walk, c_n = c_0, the heights cancel and W(c,n) ≥ 0. The bound for general walks is the induction `key`.

Conversely, let all closed sums be nonnegative. If there are no materials, nothing has to be shown. Otherwise fix a reference material o and set

h_k = inf { W(c,n) : c_0 = o, c_n = k }.

The set is nonempty, since one step leads from o to k (`hne`). Closing a walk by a step back to o gives W(c,n) + p(k,o) ≥ 0, a lower bound (`hbdd`). Extending a walk from k to j gives h_j ≤ W(c,n) + p(k,j), and the infimum over walks to k yields h_j ≤ h_k + p(k,j) (`hstep`). The intercepts are b_k = h_k − a_k·x_k.

```lean
/-- Intercepts that make each material's own plane lowest at its descriptor exist exactly when
the predicted changes have a nonnegative sum around every finite closed walk of materials. -/
theorem intercepts_exist_iff (x a : ι → Fin m → ℝ) :
    (∃ b, OwnPlaneLowest x a b) ↔
      ∀ (n : ℕ) (c : ℕ → ι), c n = c 0 → 0 ≤ walkSum x a c n := by
  constructor
  · rintro ⟨b, hb⟩ n c hc
    rw [ownPlaneLowest_iff] at hb
    -- the activity differences telescope along the walk
    have key : ∀ n : ℕ, plane (a (c n)) (b (c n)) (x (c n)) ≤
        plane (a (c 0)) (b (c 0)) (x (c 0)) + walkSum x a c n := by
      intro n
      induction n with
      | zero => simp [walkSum]
      | succ n ih =>
        have h := hb (c n) (c (n + 1))
        have hs : walkSum x a c (n + 1) =
          walkSum x a c n + predictedChange x a (c n) (c (n + 1)) :=
            Finset.sum_range_succ _ _
        linarith
    have h := key n
    rw [hc] at h
    linarith
  · intro hcyc
    rcases isEmpty_or_nonempty ι with he | ⟨⟨o⟩⟩
    · exact ⟨fun _ => 0, fun k => he.elim k⟩
    -- heights are infima of walk sums from the reference material `o`
    let S : ι → Set ℝ := fun k =>
      {s | ∃ (n : ℕ) (c : ℕ → ι), c 0 = o ∧ c n = k ∧ walkSum x a c n = s}
    have hne : ∀ k, (S k).Nonempty := by
      intro k
      obtain ⟨c, h0, h1, _⟩ := walk_extend x a (fun _ => o) 0 k
      exact ⟨_, 0 + 1, c, h0, h1, rfl⟩
    have hbdd : ∀ k, BddBelow (S k) := by
      intro k
      refine ⟨-predictedChange x a k o, ?_⟩
      rintro s ⟨n, c, h0, hn, rfl⟩
      obtain ⟨c', h0', h1', hs⟩ := walk_extend x a c n o
      have h := hcyc (n + 1) c' (by rw [h1', h0', h0])
      rw [hs, hn] at h
      linarith
    have hstep : ∀ k j, sInf (S j) ≤ sInf (S k) + predictedChange x a k j := by
      intro k j
      have h : sInf (S j) - predictedChange x a k j ≤ sInf (S k) := by
        apply le_csInf (hne k)
        rintro s ⟨n, c, h0, hn, rfl⟩
        obtain ⟨c', h0', h1', hs⟩ := walk_extend x a c n j
        rw [hn] at hs
        have h2 := csInf_le (hbdd j) ⟨n + 1, c', h0'.trans h0, h1', hs⟩
        linarith
      linarith
    refine ⟨fun k => sInf (S k) - a k ⬝ᵥ x k, ?_⟩
    rw [ownPlaneLowest_iff]
    intro k j
    have h := hstep k j
    simp only [plane]
    linarith
```

## Cycles without repeated materials

Suppose a closed walk of n steps has c_i = c_j with i < j < n. The part from i to j is a closed walk, and so is what remains after cutting it out. Both are shorter, and their sums add to the original one. Strong induction on n therefore reduces the test to cycles without repeats, of which finite data have only finitely many. In Lean, `Set.InjOn c (Set.Iio n)` says that c_0, …, c_{n−1} are distinct, and `e` is the shortened walk.

```lean
/-- Intercepts that make each material's own plane lowest at its descriptor exist exactly when the
predicted changes have a nonnegative sum around every closed walk that repeats no material before
its return to the start. -/
theorem intercepts_exist_iff_simple (x a : ι → Fin m → ℝ) :
    (∃ b, OwnPlaneLowest x a b) ↔ ∀ (n : ℕ) (c : ℕ → ι), c n = c 0 →
      Set.InjOn c (Set.Iio n) → 0 ≤ walkSum x a c n := by
  rw [intercepts_exist_iff]
  refine ⟨fun h n c hc _ => h n c hc, fun h n => ?_⟩
  induction n using Nat.strong_induction_on with
  | _ n ih =>
    intro c hc
    by_cases hinj : Set.InjOn c (Set.Iio n)
    · exact h n c hc hinj
    have hrep : ∃ i j, i < j ∧ j < n ∧ c i = c j := by
      by_contra hno
      apply hinj
      intro i hi j hj hij
      rcases lt_trichotomy i j with h1 | h1 | h1
      · exact (hno ⟨i, j, h1, hj, hij⟩).elim
      · exact h1
      · exact (hno ⟨j, i, h1, hi, hij.symm⟩).elim
    obtain ⟨i, j, hij, hj, heq⟩ := hrep
    obtain ⟨d, rfl⟩ := Nat.exists_eq_add_of_le hij.le
    obtain ⟨r, rfl⟩ := Nat.exists_eq_add_of_le hj.le
    -- cut out the loop between the two visits
    obtain ⟨e, he⟩ : ∃ e : ℕ → ι, ∀ t, e t = if t ≤ i then c t else c (t + d) :=
      ⟨_, fun _ => rfl⟩
    have hhead : walkSum x a e i = walkSum x a c i := by
      unfold walkSum
      apply Finset.sum_congr rfl
      intro t ht
      have h1 : t + 1 ≤ i := Finset.mem_range.1 ht
      have h2 : t ≤ i := by omega
      rw [he t, he (t + 1), if_pos h1, if_pos h2]
    have htail : (fun t => e (i + t)) = fun t => c (i + d + t) := by
      funext t
      rcases Nat.eq_zero_or_pos t with rfl | ht
      · simpa [he] using heq
      · rw [he (i + t), if_neg (show ¬ i + t ≤ i by omega),
          show i + t + d = i + d + t by omega]
    have outer := ih (i + r) (by omega) e (by
      rw [he (i + r), he 0, if_neg (show ¬ i + r ≤ i by omega), if_pos (Nat.zero_le i),
        show i + r + d = i + d + r by omega]
      exact hc)
    have inner := ih d (by omega) (fun t => c (i + t)) heq.symm
    rw [walkSum_append, hhead, htail] at outer
    rw [walkSum_append x a c (i + d) r, walkSum_append x a c i d]
    linarith
```

## The volcano as a lower envelope

For finitely many materials, at least one, put

V(y) = min_k (a_k·y + b_k).

A minimum of affine functions is concave. Since plane k is lowest at x_k, V(x_k) = h_k, and so

V(y) ≤ V(x_k) + a_k·(y − x_k).

Thus a_k is a supporting slope; V may have a kink at x_k. Conversely, any V with these bounds gives the intercepts b_k = V(x_k) − a_k·x_k.

Descriptors from electronic-structure calculations and slopes from a model of the activity can thus be checked for consistency before a volcano is fitted, within this noise-free concave model. The test leaves the activities h_k free; if they are known too, they must themselves satisfy h_j ≤ h_k + p(k,j) for all k, j. That real activities follow one concave function of the chosen descriptors is an assumption about the chemistry, and it depends on the scale: a rate that is exponential in the descriptors gives a plane only after its logarithm is taken.

```lean
/-- For finitely many materials, at least one, a concave volcano supported from above at each
`x k` by a plane of slope `a k` exists exactly when all closed-walk sums are nonnegative. -/
theorem concave_volcano_iff [Fintype ι] [Nonempty ι] (x a : ι → Fin m → ℝ) :
    (∃ V : (Fin m → ℝ) → ℝ, ConcaveOn ℝ Set.univ V ∧
      ∀ k y, V y ≤ V (x k) + a k ⬝ᵥ (y - x k)) ↔
      ∀ (n : ℕ) (c : ℕ → ι), c n = c 0 → 0 ≤ walkSum x a c n := by
  rw [← intercepts_exist_iff]
  constructor
  · rintro ⟨V, _, hV⟩
    refine ⟨fun k => V (x k) - a k ⬝ᵥ x k, fun k j => ?_⟩
    have h := hV j (x k)
    rw [dotProduct_sub] at h
    simp only [plane]
    linarith
  · rintro ⟨b, hb⟩
    -- the volcano is the lower envelope of the planes
    let V : (Fin m → ℝ) → ℝ := fun y =>
      Finset.univ.inf' Finset.univ_nonempty (fun k => plane (a k) (b k) y)
    have hle : ∀ k y, V y ≤ plane (a k) (b k) y := fun k y =>
      Finset.inf'_le (fun k => plane (a k) (b k) y) (Finset.mem_univ k)
    refine ⟨V, ⟨convex_univ, ?_⟩, ?_⟩
    · intro y _ z _ s t hs ht hst
      apply Finset.le_inf'
      intro k _
      have h1 := mul_le_mul_of_nonneg_left (hle k y) hs
      have h2 := mul_le_mul_of_nonneg_left (hle k z) ht
      simp only [plane, dotProduct_add, dotProduct_smul, smul_eq_mul] at h1 h2 ⊢
      have h3 : s * b k + t * b k = b k := by rw [← add_mul, hst, one_mul]
      linarith
    · intro k y
      have h1 : plane (a k) (b k) (x k) ≤ V (x k) :=
        Finset.le_inf' _ _ (fun j _ => hb k j)
      have h2 := hle k y
      rw [dotProduct_sub]
      simp only [plane] at h1 h2
      linarith
```

## Three materials that pass every pair test

Take x_0 = (0,0), x_1 = (1,0), x_2 = (0,1) and a_0 = (0,0), a_1 = (0,1), a_2 = (−1,0). Each two-material sum is zero: p(1,2) = 1 and p(2,1) = −1 cancel, and the other changes vanish. Yet the cycle 0 → 2 → 1 → 0 gives

0 + (−1) + 0 = −1.

In terms of intercepts, b_0 ≤ b_1 ≤ b_2 − 1 ≤ b_0 − 1, which is impossible. Lean checks the pairs case by case and derives the contradiction from these three inequalities.

```lean
/-- Two-material tests are not enough: these three materials with two descriptors pass all of
them, yet no intercepts make each material's own plane lowest at its descriptor. -/
theorem pair_tests_insufficient :
    let x : Fin 3 → Fin 2 → ℝ := ![![0, 0], ![1, 0], ![0, 1]]
    let a : Fin 3 → Fin 2 → ℝ := ![![0, 0], ![0, 1], ![-1, 0]]
    (∀ k j, 0 ≤ predictedChange x a k j + predictedChange x a j k) ∧
      ¬ ∃ b, OwnPlaneLowest x a b := by
  intro x a
  constructor
  · intro k j
    fin_cases k <;> fin_cases j <;>
      norm_num [x, a, predictedChange, dotProduct, Fin.sum_univ_two]
  · rintro ⟨b, hb⟩
    -- the cycle 0, 2, 1, 0 has a negative sum
    have h1 := hb 2 0
    have h2 := hb 1 2
    have h3 := hb 0 1
    simp only [plane, dotProduct, Fin.sum_univ_two] at h1 h2 h3
    change (-1 : ℝ) * 0 + 0 * 1 + b 2 ≤ 0 * 0 + 0 * 1 + b 0 at h1
    change (0 : ℝ) * 1 + 1 * 0 + b 1 ≤ (-1) * 1 + 0 * 0 + b 2 at h2
    change (0 : ℝ) * 0 + 0 * 0 + b 0 ≤ 0 * 0 + 1 * 0 + b 1 at h3
    linarith

end VolcanoReconstruction
```

```lean
#print axioms VolcanoReconstruction.intercepts_exist_iff_simple
-- 'VolcanoReconstruction.intercepts_exist_iff_simple' depends on axioms: [propext, Classical.choice, Quot.sound]
#print axioms VolcanoReconstruction.concave_volcano_iff
-- 'VolcanoReconstruction.concave_volcano_iff' depends on axioms: [propext, Classical.choice, Quot.sound]
#print axioms VolcanoReconstruction.pair_tests_insufficient
-- 'VolcanoReconstruction.pair_tests_insufficient' depends on axioms: [propext, Classical.choice, Quot.sound]
```
